# Two mixed levels with nonzero basis amplitudes have a dark level at exactly one detuning

Let two orthonormal basis states with energies $D$ (the detuning) and $0$ be mixed by a real element $v$, and let their transition amplitudes $a$ and $b$ be real and nonzero: a mixed level with zero transition amplitude then exists exactly when $D = v(a/b - b/a)$. If $v \neq 0$, the other normalised level at this detuning carries the whole line strength $a^2+b^2$.

```lean
import Mathlib

open Matrix

namespace DarkLevelMixing

noncomputable section

/-- The energy matrix of two levels with detuning `D` and mixing element `v`. -/
def twoLevel (D v : ℝ) : Matrix (Fin 2) (Fin 2) ℝ := !![D, v; v, 0]

/-- A level of the energy matrix `H`: a nonzero state `x` that is an eigenvector with
energy `E`. -/
def IsLevel {n : Type*} [Fintype n] (H : Matrix n n ℝ) (E : ℝ) (x : n → ℝ) : Prop :=
  x ≠ 0 ∧ H *ᵥ x = E • x

/-- The transition amplitude of the state `x`, when the basis states have the
amplitudes `d`. For a unit vector `x` its square is the line strength. -/
def amplitude {n : Type*} [Fintype n] (d x : n → ℝ) : ℝ := d ⬝ᵥ x

/-- The detuning `v (a/b - b/a)`, for nonzero basis amplitudes `a` and `b`. -/
def darkDetuning (a b v : ℝ) : ℝ := v * (a / b - b / a)

/-- For two basis states with amplitudes `a` and `b`, the transition amplitude of the state `x` is
`a * x 0 + b * x 1`. -/
theorem amplitude_two (a b : ℝ) (x : Fin 2 → ℝ) :
    amplitude ![a, b] x = a * x 0 + b * x 1 := by
  simp [amplitude, dotProduct, Fin.sum_univ_two]

/-- The eigenvalue equation of the two mixed levels, written in components. -/
theorem isLevel_twoLevel_iff (D v E : ℝ) (x : Fin 2 → ℝ) :
    IsLevel (twoLevel D v) E x ↔
      x ≠ 0 ∧ D * x 0 + v * x 1 = E * x 0 ∧ v * x 0 = E * x 1 := by
  unfold IsLevel
  refine and_congr_right fun _ => ?_
  rw [funext_iff, Fin.forall_fin_two]
  simp [twoLevel, Matrix.mulVec, dotProduct, Fin.sum_univ_two]

/-- If both basis amplitudes are nonzero, a level with vanishing transition amplitude
fixes the detuning to `v (a/b - b/a)` and has the energy `-v b/a`. -/
theorem detuning_and_energy_of_dark {a b v D E : ℝ} {x : Fin 2 → ℝ}
    (ha : a ≠ 0) (hb : b ≠ 0) (hx : IsLevel (twoLevel D v) E x)
    (hd : amplitude ![a, b] x = 0) :
    D = darkDetuning a b v ∧ E = -(v * b) / a := by
  obtain ⟨hx0, h1, h2⟩ := (isLevel_twoLevel_iff D v E x).mp hx
  rw [amplitude_two] at hd
  -- the second component cannot vanish, or the whole state would
  have hy : x 1 ≠ 0 := by
    intro h
    have h0 : a * x 0 = 0 := by
      rw [h] at hd
      linarith
    have h0' : x 0 = 0 := (mul_eq_zero.mp h0).resolve_left ha
    apply hx0
    funext i
    fin_cases i <;> simp [h0', h]
  have hE : a * E = -(v * b) :=
    mul_right_cancel₀ hy (by linear_combination v * hd - a * h2)
  have hD : D * b = v * a + E * b :=
    mul_right_cancel₀ hy (by linear_combination (D - E) * hd - a * h1)
  constructor
  · unfold darkDetuning
    field_simp
    linear_combination a * hD + b * hE
  · rw [eq_div_iff ha]
    linear_combination hE

/-- For nonzero `a` and `b`, at the detuning `v (a/b - b/a)` the state `(b, -a)` is a level
of energy `-v b/a` and the state `(a, b)` is a level of energy `v a/b`. -/
theorem levels_at_darkDetuning {a b : ℝ} (v : ℝ) (ha : a ≠ 0) (hb : b ≠ 0) :
    IsLevel (twoLevel (darkDetuning a b v) v) (-(v * b) / a) ![b, -a] ∧
      IsLevel (twoLevel (darkDetuning a b v) v) (v * a / b) ![a, b] := by
  have hab : a / b * b = a := div_mul_cancel₀ a hb
  have hba : b / a * a = b := div_mul_cancel₀ b ha
  constructor
  · rw [isLevel_twoLevel_iff]
    refine ⟨fun h => hb (by simpa using congrFun h 0), ?_, ?_⟩
    · change v * (a / b - b / a) * b + v * (-a) = -(v * b) / a * b
      linear_combination v * hab
    · change v * b = -(v * b) / a * (-a)
      linear_combination -v * hba
  · rw [isLevel_twoLevel_iff]
    refine ⟨fun h => ha (by simpa using congrFun h 0), ?_, ?_⟩
    · change v * (a / b - b / a) * a + v * b = v * a / b * a
      linear_combination -v * hba
    · change v * a = v * a / b * b
      linear_combination -v * hab

/-- For nonzero basis amplitudes `a` and `b`, a level with vanishing transition amplitude
exists exactly when the detuning equals `v (a/b - b/a)`. -/
theorem exists_dark_level_iff {a b : ℝ} (v D : ℝ) (ha : a ≠ 0) (hb : b ≠ 0) :
    (∃ E x, IsLevel (twoLevel D v) E x ∧ amplitude ![a, b] x = 0) ↔
      D = darkDetuning a b v := by
  constructor
  · rintro ⟨E, x, hx, hd⟩
    exact (detuning_and_energy_of_dark ha hb hx hd).1
  · rintro rfl
    refine ⟨_, _, (levels_at_darkDetuning v ha hb).1, ?_⟩
    rw [amplitude_two]
    change a * b + b * (-a) = 0
    ring

/-- Let `a`, `b` and `v` be nonzero. At the detuning `v (a/b - b/a)` every normalised level
either has energy `-v b/a` and no line strength, or has energy `v a/b` and the whole line
strength `a² + b²`. -/
theorem dark_or_full_strength {a b v E : ℝ} {x : Fin 2 → ℝ}
    (ha : a ≠ 0) (hb : b ≠ 0) (hv : v ≠ 0)
    (hx : IsLevel (twoLevel (darkDetuning a b v) v) E x) (hn : x ⬝ᵥ x = 1) :
    (E = -(v * b) / a ∧ amplitude ![a, b] x ^ 2 = 0) ∨
      (E = v * a / b ∧ amplitude ![a, b] x ^ 2 = a ^ 2 + b ^ 2) := by
  by_cases hs : amplitude ![a, b] x = 0
  · left
    exact ⟨(detuning_and_energy_of_dark ha hb hx hs).2, by rw [hs]; norm_num⟩
  · right
    obtain ⟨_, h1, h2⟩ := (isLevel_twoLevel_iff _ v E x).mp hx
    obtain ⟨_, k⟩ := (isLevel_twoLevel_iff _ v _ _).mp (levels_at_darkDetuning v ha hb).2
    have k1 : darkDetuning a b v * a + v * b = v * a / b * a := k.1
    have k2 : v * a = v * a / b * b := k.2
    have hn' : x 0 * x 0 + x 1 * x 1 = 1 := by
      simpa [dotProduct, Fin.sum_univ_two] using hn
    rw [amplitude_two] at hs ⊢
    -- symmetry of the matrix: a level overlapping with `(a, b)` shares its energy
    have hE0 : (E - v * a / b) * (a * x 0 + b * x 1) = 0 := by
      linear_combination x 0 * k1 + x 1 * k2 - a * h1 - b * h2
    have hE : E = v * a / b := sub_eq_zero.mp ((mul_eq_zero.mp hE0).resolve_right hs)
    -- the mixing makes the level parallel to `(a, b)`
    have hp : b * x 0 = a * x 1 :=
      mul_left_cancel₀ hv (by linear_combination b * h2 + b * x 1 * hE - x 1 * k2)
    refine ⟨hE, ?_⟩
    linear_combination (a ^ 2 + b ^ 2) * hn' - (b * x 0 - a * x 1) * hp

/-- For nonzero `a` and `b`, the energy `-v b/a` lies below the energy `v a/b` exactly when
the product `v a b` is positive. -/
theorem dark_below_bright_iff {a b : ℝ} (v : ℝ) (ha : a ≠ 0) (hb : b ≠ 0) :
    -(v * b) / a < v * a / b ↔ 0 < v * a * b := by
  have gap : v * a / b - -(v * b) / a = v * a * b * ((a ^ 2 + b ^ 2) / (a * b) ^ 2) := by
    field_simp
    ring
  have hpos : 0 < (a ^ 2 + b ^ 2) / (a * b) ^ 2 := by positivity
  rw [← sub_pos, gap, mul_pos_iff_of_pos_right hpos]

/-- Any finite number of levels: if one normalised level of a real symmetric energy matrix carries
the whole line strength, every level of different energy has vanishing transition amplitude. -/
theorem other_levels_dark {n : Type*} [Fintype n] {H : Matrix n n ℝ} (hH : H.IsSymm)
    {d x y : n → ℝ} {E μ : ℝ} (hy : IsLevel H μ y) (hn : y ⬝ᵥ y = 1)
    (hfull : amplitude d y ^ 2 = d ⬝ᵥ d) (hx : IsLevel H E x) (hne : E ≠ μ) :
    amplitude d x = 0 := by
  unfold amplitude at *
  -- full strength means that the amplitude vector is parallel to `y`
  have hd : d = (d ⬝ᵥ y) • y := by
    have h : (d - (d ⬝ᵥ y) • y) ⬝ᵥ (d - (d ⬝ᵥ y) • y) = 0 := by
      simp only [sub_dotProduct, dotProduct_sub, smul_dotProduct, dotProduct_smul,
        smul_eq_mul, dotProduct_comm y d, hn]
      linear_combination -hfull
    exact sub_eq_zero.mp (dotProduct_self_eq_zero.mp h)
  -- levels of different energy are orthogonal
  have h : (H *ᵥ y) ⬝ᵥ x = y ⬝ᵥ (H *ᵥ x) := by
    rw [Matrix.dotProduct_mulVec, ← Matrix.mulVec_transpose, hH.eq]
  rw [hy.2, hx.2, smul_dotProduct, dotProduct_smul, smul_eq_mul, smul_eq_mul] at h
  have h0 : (E - μ) * (y ⬝ᵥ x) = 0 := by linear_combination -h
  have h1 : y ⬝ᵥ x = 0 := (mul_eq_zero.mp h0).resolve_left (sub_ne_zero.mpr hne)
  calc d ⬝ᵥ x = ((d ⬝ᵥ y) • y) ⬝ᵥ x := congrArg (fun w => w ⬝ᵥ x) hd
    _ = 0 := by rw [smul_dotProduct, h1, smul_zero]

end

end DarkLevelMixing
```

```lean
#print axioms DarkLevelMixing.exists_dark_level_iff
#print axioms DarkLevelMixing.dark_or_full_strength
#print axioms DarkLevelMixing.dark_below_bright_iff
#print axioms DarkLevelMixing.other_levels_dark
```

```
'DarkLevelMixing.exists_dark_level_iff' depends on axioms: [propext, Classical.choice, Quot.sound]
'DarkLevelMixing.dark_or_full_strength' depends on axioms: [propext, Classical.choice, Quot.sound]
'DarkLevelMixing.dark_below_bright_iff' depends on axioms: [propext, Classical.choice, Quot.sound]
'DarkLevelMixing.other_levels_dark' depends on axioms: [propext, Classical.choice, Quot.sound]
```

## Levels, amplitudes and strengths

The matrix `twoLevel D v` is the energy matrix of two basis states, with the energy of the second taken as zero. These can be two $jj$-coupled states of equal $J$ and parity, with $v$ the matrix element of the electrostatic interaction that mixes them. `IsLevel H E x` says that $x$ is a nonzero eigenvector of $H$ with energy $E$; it need not be normalised.

The numbers $a$ and $b$ are the amplitudes for transitions between each basis state and one fixed third level. The theorems for nonzero $a$ and $b$ leave out a pure singlet and a pure triplet mixed by spin-orbit coupling when the third level is itself a pure singlet or triplet: the electric dipole operator does not act on spin, so one of the two amplitudes is zero. `amplitude ![a, b] x` is their superposition $ax_0+bx_1$, with components numbered from 0 as in Lean. Its square is the line strength when $x$ is a unit vector, which `dark_or_full_strength` requires through `x ⬝ᵥ x = 1`.

`exists_dark_level_iff` is the statement about the detuning, and it allows $v=0$. `dark_or_full_strength` needs $v\neq0$: for $v=0$ the matrix at this detuning is zero, so $(1,0)$ is a level with strength $a^2$, which is neither $0$ nor $a^2+b^2$.

All quantities are real, and $D$, $v$, $a$ and $b$ are given numbers, not derived from an atomic Hamiltonian. Within this two-state model, a line missing from a computed spectrum can be due to interference, although both basis states have nonzero amplitudes.

## Why a dark level fixes the detuning

The eigenvalue equation in components, supplied by `isLevel_twoLevel_iff`, is
$$Dx_0+vx_1=Ex_0,\qquad vx_0=Ex_1.$$
Suppose $ax_0+bx_1=0$. If $x_1$ were zero, $a\neq0$ would give $x_0=0$, and the state would vanish. So $x_1\neq0$ and $x_0=-(b/a)x_1$. The second equation gives
$$E=-\frac{vb}{a}.$$
The first gives $(D-E)(b/a)=v$, hence
$$D=E+\frac{va}{b}=v\left(\frac ab-\frac ba\right).$$
This is `detuning_and_energy_of_dark`. Its steps `hE` and `hD` are the same two equations with the factor $x_1$ cancelled by `mul_right_cancel₀`.

Conversely, at this $D$ the two rows acting on $(b,-a)$ give
$$Db-va=-\frac{vb}{a}\,b,\qquad vb=-\frac{vb}{a}(-a),$$
and acting on $(a,b)$ they give
$$Da+vb=\frac{va}{b}\,a,\qquad va=\frac{va}{b}\,b.$$
`levels_at_darkDetuning` checks these four equations. The first vector has amplitude $ab-ba=0$, so a dark level exists. Divided by $\sqrt{a^2+b^2}$, the two vectors are normalised levels, one dark and one bright, with strengths $0$ and $a^2+b^2$.

## Where the strength goes

Take a unit level $x$ at this detuning that is not dark, and write $\mu=va/b$ for the energy of $(a,b)$. Since the matrix is symmetric,
$$(E-\mu)(ax_0+bx_1)=0,$$
so $E=\mu$. The second row now reads $vx_0=(va/b)x_1$, and $v\neq0$ gives $bx_0=ax_1$. From the identity
$$(ax_0+bx_1)^2+(bx_0-ax_1)^2=(a^2+b^2)(x_0^2+x_1^2)$$
the strength is $a^2+b^2$. In `dark_or_full_strength` these steps are `hE0`, `hE`, `hp` and the last `linear_combination`.

The energy of the bright level minus that of the dark one is
$$\frac{va}{b}+\frac{vb}{a}=vab\,\frac{a^2+b^2}{(ab)^2}.$$
The fraction is positive, so the dark level is the lower one exactly when $vab>0$, as `dark_below_bright_iff` states.

## Any finite number of levels

`other_levels_dark` takes a real symmetric matrix of any finite size, a vector $d$ of basis amplitudes and a unit level $y$ of energy $\mu$ with $(d\cdot y)^2=d\cdot d$. The remainder $r=d-(d\cdot y)y$ satisfies
$$r\cdot r=d\cdot d-(d\cdot y)^2=0,$$
so $d=(d\cdot y)y$. For a level $x$ of energy $E\neq\mu$, symmetry gives $(E-\mu)(y\cdot x)=0$, hence $y\cdot x=0$ and $d\cdot x=0$. The theorem assumes that one level has the full strength; it gives no detuning at which this happens.
